# A finite plane-wave field on ℝ³ is the gradient of a finite plane-wave potential exactly when its curl and its G = 0 amplitude vanish

Suppose a plane-wave code holds a vector field F and needs a scalar potential φ with F = ∇φ. It Fourier transforms the three components to get amplitudes c(G), in the convention F(x) = ∑_G c(G) exp(iG·x), computes for each G ≠ 0

φ(G) = −i G·c(G) / |G|²,

sets φ(0) = 0 and transforms back. The recipe returns a potential for any input, but the gradient of that potential is the original field only under two conditions: F is curl-free, and c(0) = 0. For fields with finitely many plane waves, the Lean file below proves that these conditions are sufficient, and that without them no finite plane-wave potential exists at all.

## Fields as finite lists of amplitudes

```lean
import Mathlib

open Complex

namespace CurlFreePeriodicFields

noncomputable section
```

The first line loads Mathlib, Lean's mathematical library. `open Complex` lets the file write `I` for the imaginary unit.

```lean
/-- Real three-dimensional vectors, used for positions and wave vectors. -/
abbrev Vec := Fin 3 → ℝ
```

A `Vec` is a triple of real numbers, used for positions x and for wave vectors G. The axes are numbered 0, 1, 2.

```lean
/-- The plane wave `exp(i G·x)`. -/
def planeWave (G x : Vec) : ℂ := cexp (((G ⬝ᵥ x : ℝ) : ℂ) * I)
```

This is the plane wave exp(iG·x); `⬝ᵥ` is the dot product.

```lean
/-- The scalar trigonometric polynomial with finitely many Fourier coefficients `φ G`. -/
def trigPoly (φ : Vec →₀ ℂ) (x : Vec) : ℂ := φ.sum fun G a => a * planeWave G x
```

The type `Vec →₀ ℂ` contains the functions from wave vectors to complex numbers that are nonzero at only finitely many places. Such a φ is a finite list of Fourier coefficients, and `trigPoly φ` is the function

φ(x) = ∑_G φ(G) exp(iG·x).

No lattice is fixed. The wave vectors may be those of any reciprocal lattice, or even incommensurate.

```lean
/-- The vector field with finitely many vector Fourier amplitudes `c G`. -/
def trigField (c : Vec →₀ (Fin 3 → ℂ)) (x : Vec) : Fin 3 → ℂ :=
  fun j => c.sum fun G a => a j * planeWave G x
```

The vector version has an amplitude c(G) in ℂ³ for each G:

F_j(x) = ∑_G c_j(G) exp(iG·x).

Infinite Fourier series are not covered, nor are the aliasing errors that arise when a field is sampled on a grid.

## Derivatives, gradient and curl

```lean
/-- The partial derivative along the coordinate axis `j`. -/
def partialD (j : Fin 3) (f : Vec → ℂ) (x : Vec) : ℂ :=
  deriv (fun t : ℝ => f (x + t • Pi.single j 1)) 0
```

The partial derivative ∂_j f at x is the ordinary derivative of f(x + t e_j) at t = 0, where e_j, written `Pi.single j 1`, is the unit vector along axis j. It is not defined as multiplication by iG_j; that rule is proved below.

```lean
/-- The gradient of a scalar function. -/
def grad (f : Vec → ℂ) (x : Vec) : Fin 3 → ℂ := fun j => partialD j f x
```

The gradient collects the three partial derivatives.

```lean
/-- The curl of a vector field. -/
def curl (F : Vec → Fin 3 → ℂ) (x : Vec) : Fin 3 → ℂ :=
  ![partialD 1 (fun y => F y 2) x - partialD 2 (fun y => F y 1) x,
    partialD 2 (fun y => F y 0) x - partialD 0 (fun y => F y 2) x,
    partialD 0 (fun y => F y 1) x - partialD 1 (fun y => F y 0) x]
```

The curl is the usual one, with components ∂_1F_2 − ∂_2F_1, ∂_2F_0 − ∂_0F_2 and ∂_0F_1 − ∂_1F_0.

## Operations on the coefficients

```lean
/-- The Fourier coefficients of the Cartesian component `j` of a field. -/
def component (c : Vec →₀ (Fin 3 → ℂ)) (j : Fin 3) : Vec →₀ ℂ :=
  c.mapRange (fun a => a j) rfl
```

`component c j` extracts the scalar coefficients c_j(G) of one Cartesian component.

```lean
/-- Multiplication of every Fourier coefficient by `i G_j`. -/
def mulFreq (j : Fin 3) (φ : Vec →₀ ℂ) : Vec →₀ ℂ :=
  Finsupp.onFinset φ.support (fun G => I * (G j : ℂ) * φ G) (by
    intro G h
    rw [Finsupp.mem_support_iff]
    intro h0
    exact h (by simp [h0]))
```

`mulFreq j φ` replaces each φ(G) by iG_j φ(G). The lines after `by` show that the new list is still finite.

```lean
/-- The scalar potential with coefficients `-i G·c_G / |G|²`. -/
def potential (c : Vec →₀ (Fin 3 → ℂ)) : Vec →₀ ℂ :=
  Finsupp.onFinset c.support
    (fun G => -I * (∑ j, (G j : ℂ) * c G j) / (∑ j, (G j : ℂ) ^ 2)) (by
    intro G h
    rw [Finsupp.mem_support_iff]
    intro h0
    exact h (by simp [h0]))
```

This is the potential of the opening recipe. At G = 0 Lean evaluates the quotient to 0, which matches the usual choice φ(0) = 0.

## Differentiation multiplies by iG_j

```lean
/-- Differentiating a plane wave along axis `j` multiplies it by `i G_j`. -/
theorem hasDerivAt_planeWave (G : Vec) (j : Fin 3) (x : Vec) :
    HasDerivAt (fun t : ℝ => planeWave G (x + t • Pi.single j 1))
      (I * (G j : ℂ) * planeWave G x) 0 := by
  have h : (fun t : ℝ => planeWave G (x + t • Pi.single j 1)) =
      fun t : ℝ => planeWave G x * cexp ((t : ℂ) * (I * (G j : ℂ))) := by
    funext t
    simp only [planeWave, dotProduct_add, dotProduct_smul, dotProduct_single, mul_one,
      smul_eq_mul]
    rw [← Complex.exp_add]
    congr 1
    push_cast
    ring
  have h0 : HasDerivAt (fun t : ℝ => (t : ℂ)) 1 0 := by
    simpa using (hasDerivAt_id' (0 : ℝ)).ofReal_comp
  rw [h]
  refine ((h0.mul_const (I * (G j : ℂ))).cexp.const_mul (planeWave G x)).congr_deriv ?_
  simp only [Complex.ofReal_zero, zero_mul, Complex.exp_zero]
  ring
```

By hand, moving a distance t along axis j gives

exp(iG·(x + t e_j)) = exp(iG·x) exp(itG_j),

and the derivative at t = 0 is iG_j exp(iG·x). In Lean, `h` is this factorisation, and the chain rule does the rest. `HasDerivAt` states both that the derivative exists and what it equals.

```lean
/-- The partial derivative of a trigonometric polynomial is the trigonometric polynomial
with coefficients `i G_j φ_G`. -/
theorem partialD_trigPoly (j : Fin 3) (φ : Vec →₀ ℂ) (x : Vec) :
    partialD j (trigPoly φ) x = trigPoly (mulFreq j φ) x := by
  have h : HasDerivAt
      (fun t : ℝ => ∑ G ∈ φ.support, φ G * planeWave G (x + t • Pi.single j 1))
      (∑ G ∈ φ.support, φ G * (I * (G j : ℂ) * planeWave G x)) 0 :=
    HasDerivAt.fun_sum fun G _ => (hasDerivAt_planeWave G j x).const_mul _
  calc partialD j (trigPoly φ) x
      = ∑ G ∈ φ.support, φ G * (I * (G j : ℂ) * planeWave G x) := h.deriv
    _ = trigPoly (mulFreq j φ) x := by
      rw [trigPoly, mulFreq, Finsupp.onFinset_sum]
      · exact Finset.sum_congr rfl fun G _ => by ring
      · intro G
        simp
```

Differentiating the finite sum term by term gives

∂_j φ(x) = ∑_G iG_j φ(G) exp(iG·x),

which is the trigonometric polynomial with coefficients `mulFreq j φ`.

## The function determines its coefficients

```lean
/-- A plane wave as a character of the translation group. -/
def character (G : Vec) : Multiplicative Vec →* ℂ where
  toFun x := planeWave G (Multiplicative.toAdd x)
  map_one' := by simp [planeWave]
  map_mul' x y := by
    simp only [planeWave, toAdd_mul, dotProduct_add]
    rw [← Complex.exp_add]
    congr 1
    push_cast
    ring
```

A plane wave turns sums of positions into products: exp(iG·(x + y)) = exp(iG·x) exp(iG·y). Such a map is called a character. `Multiplicative Vec` is the same set of vectors with addition written as multiplication, the form that Mathlib's theorem on characters expects.

```lean
/-- Two trigonometric polynomials that agree at every point have the same coefficients. -/
theorem trigPoly_injective {φ ψ : Vec →₀ ℂ} (h : ∀ x, trigPoly φ x = trigPoly ψ x) :
    φ = ψ := by
  -- different wave vectors give different characters: compare derivatives at the origin
  have hinj : Function.Injective character := by
    intro G G' hG
    have hfun : planeWave G = planeWave G' :=
      funext fun x => DFunLike.congr_fun hG (Multiplicative.ofAdd x)
    funext j
    have h1 := hasDerivAt_planeWave G j 0
    rw [hfun] at h1
    have h2 := h1.unique (hasDerivAt_planeWave G' j 0)
    have h3 := mul_left_cancel₀ I_ne_zero (mul_right_cancel₀ (Complex.exp_ne_zero _) h2)
    exact_mod_cast h3
  -- distinct characters are linearly independent
  have hli := (linearIndependent_monoidHom (Multiplicative Vec) ℂ).comp character hinj
  apply hli
  funext x
  simp only [Finsupp.linearCombination_apply, Finsupp.sum, Finset.sum_apply, Pi.smul_apply,
    smul_eq_mul]
  exact h (Multiplicative.toAdd x)
```

If two trigonometric polynomials agree at every x, their coefficients agree. First, different wave vectors give different functions: if exp(iG·x) = exp(iG'·x) for all x, the derivatives at the origin give iG_j = iG'_j, so G = G'. This is `hinj`.

Second, distinct plane waves are linearly independent. Take a shortest nontrivial relation ∑_G a(G) exp(iG·x) = 0. It has at least two terms, since a single plane wave never vanishes. Pick one of its wave vectors, K. Replace x by x + y, then subtract exp(iK·y) times the original relation:

∑_G a(G) [exp(iG·y) − exp(iK·y)] exp(iG·x) = 0.

The K term is gone, and a suitable y keeps some other term, so this is a shorter nontrivial relation, a contradiction. Lean takes this second part from Mathlib as `linearIndependent_monoidHom`.

```lean
/-- Each Cartesian component of the field is a scalar trigonometric polynomial. -/
theorem trigField_apply (c : Vec →₀ (Fin 3 → ℂ)) (j : Fin 3) (x : Vec) :
    trigField c x j = trigPoly (component c j) x := by
  rw [trigPoly, component, Finsupp.sum_mapRange_index]
  · rfl
  · intro G
    simp
```

Component j of the field is the scalar polynomial with coefficients c_j(G), so the scalar results apply to it.

## Curl-free means longitudinal

```lean
/-- The curl vanishes everywhere iff every amplitude is parallel to its wave vector,
in the sense that `G × c_G = 0`. -/
theorem curl_eq_zero_iff (c : Vec →₀ (Fin 3 → ℂ)) :
    (∀ x, curl (trigField c) x = 0) ↔
      ∀ (G : Vec) (i j : Fin 3), (G i : ℂ) * c G j = (G j : ℂ) * c G i := by
  have key : ∀ i j x, partialD i (fun y => trigField c y j) x =
      trigPoly (mulFreq i (component c j)) x := by
    intro i j x
    rw [← partialD_trigPoly]
    exact congrArg (fun f => partialD i f x) (funext fun y => trigField_apply c j y)
  constructor
  · intro h
    have e : ∀ i j, (∀ x, partialD i (fun y => trigField c y j) x =
        partialD j (fun y => trigField c y i) x) →
        ∀ G : Vec, (G i : ℂ) * c G j = (G j : ℂ) * c G i := by
      intro i j hij G
      have h1 : mulFreq i (component c j) = mulFreq j (component c i) :=
        trigPoly_injective fun x => by rw [← key, ← key]; exact hij x
      have h2 : I * (G i : ℂ) * c G j = I * (G j : ℂ) * c G i := DFunLike.congr_fun h1 G
      apply mul_left_cancel₀ I_ne_zero
      linear_combination h2
    have h12 := e 1 2 fun x => sub_eq_zero.1 (congrFun (h x) 0)
    have h20 := e 2 0 fun x => sub_eq_zero.1 (congrFun (h x) 1)
    have h01 := e 0 1 fun x => sub_eq_zero.1 (congrFun (h x) 2)
    intro G i j
    fin_cases i <;> fin_cases j <;>
      first
        | rfl
        | exact h12 G
        | exact (h12 G).symm
        | exact h20 G
        | exact (h20 G).symm
        | exact h01 G
        | exact (h01 G).symm
  · intro h x
    have s : ∀ i j, partialD i (fun y => trigField c y j) x -
        partialD j (fun y => trigField c y i) x = 0 := by
      intro i j
      have hc : mulFreq i (component c j) = mulFreq j (component c i) := by
        ext G
        change I * (G i : ℂ) * c G j = I * (G j : ℂ) * c G i
        linear_combination I * h G i j
      rw [key, key, hc, sub_self]
    funext k
    fin_cases k
    exacts [s 1 2, s 2 0, s 0 1]
```

The curl of F vanishes everywhere if and only if, for all G, i and j,

G_i c_j(G) = G_j c_i(G).

This says G × c(G) = 0: each amplitude with G ≠ 0 is parallel to its wave vector. At G = 0 the condition is empty, so the curl says nothing about a constant part of the field.

By hand, ∂_iF_j has coefficients iG_i c_j(G), which is the step `key`; here the factor i in front is the imaginary unit and the subscript i is an axis. If the curl vanishes, ∂_iF_j and ∂_jF_i are the same function. Their coefficients therefore agree, and cancelling the imaginary unit gives the equation. Lean does this for the three index pairs in the curl, then uses `fin_cases` to run through all nine choices of i and j. Conversely, if the equation holds, the two derivatives have equal coefficients and every curl component is zero.

## The potential and the equivalence

```lean
/-- A curl-free field with zero `G = 0` amplitude is the gradient of the explicit potential
`-i G·c_G / |G|²`, which contains only wave vectors of the field. -/
theorem grad_potential (c : Vec →₀ (Fin 3 → ℂ))
    (hcurl : ∀ x, curl (trigField c) x = 0) (h0 : c 0 = 0) :
    (potential c).support ⊆ c.support ∧
      ∀ x, trigField c x = grad (trigPoly (potential c)) x := by
  refine ⟨Finsupp.support_onFinset_subset, fun x => funext fun k => ?_⟩
  have hpar := (curl_eq_zero_iff c).1 hcurl
  have hc : component c k = mulFreq k (potential c) := by
    ext G
    change c G k = I * (G k : ℂ) *
      (-I * (∑ j, (G j : ℂ) * c G j) / (∑ j, (G j : ℂ) ^ 2))
    by_cases hG : G = 0
    · subst hG
      simp [h0]
    · have hn : (∑ j, (G j : ℂ) ^ 2) ≠ 0 := by
        intro hs
        have hs' : ∑ j, (G j) ^ 2 = 0 := by exact_mod_cast hs
        apply hG
        funext j
        have hj := (Finset.sum_eq_zero_iff_of_nonneg
          (fun i _ => sq_nonneg (G i))).1 hs' j (Finset.mem_univ j)
        exact pow_eq_zero_iff two_ne_zero |>.1 hj
      -- for a longitudinal amplitude, `G_k (G·c_G) = |G|² c_{G,k}`
      have hs : (G k : ℂ) * (∑ j, (G j : ℂ) * c G j) = (∑ j, (G j : ℂ) ^ 2) * c G k := by
        rw [Finset.mul_sum, Finset.sum_mul]
        refine Finset.sum_congr rfl fun j _ => ?_
        linear_combination (G j : ℂ) * hpar G k j
      rw [← mul_div_assoc, eq_div_iff hn]
      linear_combination -hs + (G k : ℂ) * (∑ j, (G j : ℂ) * c G j) * I_mul_I
  rw [trigField_apply, hc, ← partialD_trigPoly]
  rfl
```

Assume that F is curl-free and c(0) = 0. The theorem says that F is the gradient of the explicit potential, and that this potential uses only wave vectors already present in F. If F has the periodicity of a lattice, so does the potential.

For G ≠ 0, coefficient k of the gradient is

iG_k φ(G) = iG_k · (−i) G·c(G) / |G|² = G_k (G·c(G)) / |G|².

The longitudinal condition gives

G_k ∑_j G_j c_j(G) = ∑_j G_j (G_k c_j(G)) = ∑_j G_j² c_k(G) = |G|² c_k(G),

so the coefficient is c_k(G), as required. At G = 0 both sides are zero. In the proof, `hn` shows that |G|² ≠ 0, `hs` is the displayed identity, and `linear_combination` completes the algebra with i² = −1.

```lean
/-- A vector trigonometric polynomial is the gradient of a scalar trigonometric polynomial
iff its curl vanishes identically and its `G = 0` amplitude is zero. -/
theorem isGradient_iff (c : Vec →₀ (Fin 3 → ℂ)) :
    (∃ φ : Vec →₀ ℂ, ∀ x, trigField c x = grad (trigPoly φ) x) ↔
      (∀ x, curl (trigField c) x = 0) ∧ c 0 = 0 := by
  constructor
  · rintro ⟨φ, hφ⟩
    -- comparing coefficients gives `c_G = i G φ_G`
    have hG : ∀ (G : Vec) (j : Fin 3), c G j = I * (G j : ℂ) * φ G := by
      intro G j
      have hc : component c j = mulFreq j φ := trigPoly_injective fun x => by
        rw [← partialD_trigPoly, ← trigField_apply]
        exact congrFun (hφ x) j
      exact DFunLike.congr_fun hc G
    refine ⟨(curl_eq_zero_iff c).2 fun G i j => ?_, funext fun j => ?_⟩
    · rw [hG, hG]
      ring
    · rw [hG]
      simp
  · rintro ⟨hcurl, h0⟩
    exact ⟨potential c, (grad_potential c hcurl h0).2⟩
```

This is the main equivalence. The `∃ φ` on the left ranges over all finite coefficient lists, with any wave vectors.

One direction is the previous theorem. For the other, let F = ∇φ. Comparing coefficients gives

c_j(G) = iG_j φ(G).

Then G_i c_j(G) and G_j c_i(G) both equal iG_iG_j φ(G), so the curl vanishes, and setting G = 0 gives c(0) = 0.

In a code, both conditions can be tested before the division: G × c(G) should vanish to numerical accuracy for every G, and so should c(0). On a grid with an even number of points along an axis, the highest-frequency component along that axis stands for both signs of the frequency and needs separate treatment.

## Constant fields

```lean
/-- A nonzero constant field is curl-free but is not the gradient of any trigonometric
polynomial. -/
theorem constant_field_not_gradient (v : Fin 3 → ℂ) (hv : v ≠ 0) :
    (∀ x, trigField (Finsupp.single 0 v) x = v) ∧
      (∀ x, curl (trigField (Finsupp.single 0 v)) x = 0) ∧
      ¬ ∃ φ : Vec →₀ ℂ, ∀ x, trigField (Finsupp.single 0 v) x = grad (trigPoly φ) x := by
  refine ⟨fun x => funext fun j => ?_, (curl_eq_zero_iff _).2 fun G i j => ?_, fun h => ?_⟩
  · simp [trigField, planeWave]
  · by_cases hG : G = 0
    · subst hG
      simp
    · simp [hG]
  · exact hv (by simpa using ((isGradient_iff _).1 h).2)
```

`Finsupp.single 0 v` is the list whose only entry is v at G = 0. For v ≠ 0 the theorem says three things: the field equals v everywhere, its curl is zero, and it is not the gradient of any trigonometric polynomial. The last follows from the equivalence, since its G = 0 amplitude is v. Vanishing curl alone is therefore not enough.

In electronic-structure calculations with periodic cells, it follows that a nonzero electric field that is uniform throughout space cannot be written as −∇φ with a scalar potential φ built from finitely many plane waves. The theorem does not exclude describing the field by a spatially uniform, time-dependent vector potential.

```lean
/-- The constant field `v` is the gradient of the linear function `v·x`. -/
theorem grad_linear (v : Fin 3 → ℂ) (x : Vec) :
    grad (fun y => ∑ j, v j * (y j : ℂ)) x = v := by
  funext k
  have h0 : HasDerivAt (fun t : ℝ => (t : ℂ)) 1 0 := by
    simpa using (hasDerivAt_id' (0 : ℝ)).ofReal_comp
  have h : (fun t : ℝ => ∑ j, v j * (((x + t • Pi.single k 1 : Vec) j : ℝ) : ℂ)) =
      fun t : ℝ => (∑ j, v j * (x j : ℂ)) + v k * (t : ℂ) := by
    funext t
    fin_cases k <;> simp [Fin.sum_univ_three, Pi.single_apply] <;> ring
  change deriv (fun t : ℝ => ∑ j, v j * (((x + t • Pi.single k 1 : Vec) j : ℝ) : ℂ)) 0 = v k
  rw [h]
  simpa using ((h0.const_mul (v k)).const_add (∑ j, v j * (x j : ℂ))).deriv

end

end CurlFreePeriodicFields
```

The constant field does have a potential, the linear function v·x = ∑_j v_j x_j. Along axis k it changes by v_k t, so its derivative is v_k. For v ≠ 0 this function grows without bound in some direction, so it does not have the periodicity of any three-dimensional lattice.

```lean
#print axioms CurlFreePeriodicFields.grad_potential
#print axioms CurlFreePeriodicFields.constant_field_not_gradient
#print axioms CurlFreePeriodicFields.grad_linear
```

```
'CurlFreePeriodicFields.grad_potential' depends on axioms: [propext, Classical.choice, Quot.sound]
'CurlFreePeriodicFields.constant_field_not_gradient' depends on axioms: [propext, Classical.choice, Quot.sound]
'CurlFreePeriodicFields.grad_linear' depends on axioms: [propext, Classical.choice, Quot.sound]
```
